# Eigenvectors of the xx, yy, zz Gaussian overlap matrix with diagonal 1 and off-diagonal 1/3

## Three normalised functions that are not orthogonal

A Cartesian d shell contains the functions $x^2 e^{-\alpha r^2}$, $y^2 e^{-\alpha r^2}$ and $z^2 e^{-\alpha r^2}$, on one centre and with one exponent $\alpha > 0$. Each can be normalised, but no two are orthogonal, and none is a pure d function. A calculation that ignores the overlaps between them in general gets the norms of their combinations wrong. The sum of the three normalised functions has coefficients $(1,1,1)$, whose squares add up to 3, while the squared norm of the function is 5. One that counts all three as d functions miscounts the angular momentum. That same sum is proportional to $r^2 e^{-\alpha r^2}$, which is spherically symmetric, so the three functions span one s-type function and only two d functions. Diagonalising the $3 \times 3$ overlap matrix separates the two kinds: the s function is one eigenvector, and the d combinations fill a two-dimensional eigenspace. Diagonalisation fixes only that plane, so a basis of it still has to be chosen and normalised with the overlap matrix. The basis chosen below, of $3z^2 - r^2$ and $x^2 - y^2$ type, gives the $xx, yy, zz$ coefficients of the Cartesian to real spherical transformation for a single shell on a single centre with a common exponent, when the Cartesian functions are individually normalised.

## The origin of the value 1/3

Number the functions from 0: $\chi_0 = A x^2 e^{-\alpha r^2}$, $\chi_1 = A y^2 e^{-\alpha r^2}$, $\chi_2 = A z^2 e^{-\alpha r^2}$, where the normalisation constant $A$ is the same for all three by symmetry. The overlap matrix is $S_{ij} = \int \chi_i \chi_j \, d^3r$. Define the one-dimensional moments $I_k = \int x^k e^{-2\alpha x^2} dx$. Integration by parts gives $I_{k+2} = \frac{k+1}{4\alpha} I_k$, hence
$$I_2 = \frac{I_0}{4\alpha}, \qquad I_4 = \frac{3 I_0}{16\alpha^2}.$$
The three-dimensional integrals factorise. Normalisation requires $A^2 I_4 I_0^2 = 1$, and the overlap of two different functions is
$$S_{01} = A^2 I_2^2 I_0 = \frac{I_2^2}{I_4 I_0} = \frac13,$$
independent of $\alpha$ and the same for every pair.

A real coefficient vector $v = (v_0, v_1, v_2)$ stands for the function $\sum_i v_i \chi_i = A\,(v_0 x^2 + v_1 y^2 + v_2 z^2)\, e^{-\alpha r^2}$. The overlap of the functions with coefficients $u$ and $v$ is $u \cdot S v$, called the $S$-metric below. The Laplacian of the polynomial factor is $2(v_0 + v_1 + v_2)$, so the polynomial is harmonic, and the function has pure angular momentum $l = 2$, when the coefficients sum to zero.

## The three vectors and their eigenvalues

Let $S$ be the $3 \times 3$ matrix with diagonal 1 and off-diagonal $1/3$, and set
$$e = (1,1,1), \qquad p = \left(-\tfrac12, -\tfrac12, 1\right), \qquad q = \left(\tfrac{\sqrt3}{2}, -\tfrac{\sqrt3}{2}, 0\right).$$
The polynomial of $e$ is $r^2$, that of $p$ is $\tfrac12(2z^2 - x^2 - y^2) = \tfrac12(3z^2 - r^2)$, and that of $q$ is $\tfrac{\sqrt3}{2}(x^2 - y^2)$. In Lean these are `sVec`, `dZ2` and `dX2Y2`, functions `Fin 3 → ℝ` whose indices 0, 1, 2 mean $xx$, $yy$, $zz$. The matrix is `dOverlap`, defined as `overlap (1 / 3)`, where `overlap s` is the real matrix over a finite index type `n` with 1 on the diagonal and $s$ elsewhere. The number of indices, $N$, is `Fintype.card n`. The operation `*ᵥ` is the matrix-vector product, `⬝ᵥ` is the plain dot product, and `•` is multiplication by a scalar; `u ⬝ᵥ overlap s *ᵥ v` groups as $u \cdot (Sv)$.

Three theorems concern this matrix.

- `dOverlap_eigenvectors` states six equations: $Se = \tfrac53 e$, $Sp = \tfrac23 p$, $Sq = \tfrac23 q$, $p \cdot Sp = 1$, $q \cdot Sq = 1$ and $p \cdot Sq = 0$.
- `dOverlap_eigenspace` states that, for any real $v$, the equation $Sv = \tfrac23 v$ holds exactly when $v = a p + b q$ for some real numbers $a$ and $b$. The zero vector is included on both sides.
- `dOverlap_spectrum` states that a real number $\mu$ admits a nonzero real $v$ with $Sv = \mu v$ exactly when $\mu = 5/3$ or $\mu = 2/3$.

The vector $e$ is not normalised. Since $e \cdot Se = \tfrac53 \cdot 3 = 5$, the normalised s-type function has coefficients $e/\sqrt5$. The vectors $p$ and $q$ are normalised as they stand, with signs fixed by a positive $zz$ coefficient in $p$ and a positive $xx$ coefficient in $q$.

The theorems are about the matrix alone. No Gaussian, exponent or integral occurs in the file; the constant $1/3$ enters through the definition of `dOverlap` and stands for the ratio $I_2^2/(I_4 I_0)$ of concentric functions with a shared exponent. The integral evaluation, the reading of zero sum as $l = 2$, and the norm and orthogonality of $e$ in the $S$-metric belong to the ordinary mathematics of these notes and are not among the machine-checked statements. The functions $xy$, $xz$, $yz$, overlaps between different centres or exponents, and higher shells are not treated.

## A matrix with one common overlap

The algebra is the same for $N$ normalised functions whose pairwise overlaps all equal a real number $s$, so let $S$ have diagonal 1 and off-diagonal $s$, and write $T(v) = \sum_j v_j$ for the coefficient sum. For $N \ge 2$ actual normalised functions can only have $-1/(N-1) \le s \le 1$, because squared norms cannot be negative, but the matrix identities below hold for every real $s$. Adding and subtracting $s v_i$ gives the action on a vector,
$$(Sv)_i = v_i + s \sum_{j \ne i} v_j = (1-s)\, v_i + s\, T(v). \tag{1}$$
For the all-ones vector, $v_i = 1$ and $T = N$, so every component of $Sv$ is $1 - s + sN = 1 + (N-1)s$. For a vector with $T(v) = 0$ the last term vanishes and $Sv = (1-s)v$. Multiplying (1) by $u_i$ and summing over $i$ gives the metric,
$$u \cdot Sv = (1-s)\, u \cdot v + s\, T(u)\, T(v). \tag{2}$$

For $s \ne 0$ there are no other eigenvectors. Let $v \ne 0$ satisfy $Sv = \mu v$, so that for every $i$
$$(1-s)\, v_i + s\, T(v) = \mu\, v_i. \tag{3}$$
If $T(v) = 0$, choose $i$ with $v_i \ne 0$ and cancel it to get $\mu = 1 - s$. If $T(v) \ne 0$, sum (3) over $i$ to get $(1-s)T + NsT = \mu T$, and cancel $T$ to get $\mu = 1 + (N-1)s$. Subtracting (3) for two indices $i$ and $j$ gives $(\mu - 1 + s)(v_i - v_j) = 0$, and $\mu - 1 + s = Ns$. Since $N \ne 0$ and $s \ne 0$, all components are equal.

The condition $s \ne 0$ says that the functions really overlap. At $s = 0$ the matrix is the identity, and a vector such as $(1,0,0)$ is an eigenvector that is neither constant nor of zero sum. The small sizes behave as they should. For $N = 1$ the only vector of zero sum is zero, so $1 - s$ does not arise from it as an eigenvalue, and the constant case gives $\mu = 1$. For $N = 0$ there is no nonzero vector and the classification is empty.

## The case N = 3, s = 1/3

The two values become $1 + 2 \cdot \tfrac13 = \tfrac53$ and $1 - \tfrac13 = \tfrac23$. The vector $e$ is the all-ones vector. The sums are $T(p) = -\tfrac12 - \tfrac12 + 1 = 0$ and $T(q) = \tfrac{\sqrt3}{2} - \tfrac{\sqrt3}{2} = 0$, so $p$ and $q$ are multiplied by $\tfrac23$. The plain dot products are
$$p \cdot p = \tfrac14 + \tfrac14 + 1 = \tfrac32, \qquad q \cdot q = \tfrac34 + \tfrac34 = \tfrac32, \qquad p \cdot q = -\tfrac{\sqrt3}{4} + \tfrac{\sqrt3}{4} = 0.$$
In (2) the second term vanishes for these pairs, which leaves $p \cdot Sp = q \cdot Sq = \tfrac23 \cdot \tfrac32 = 1$ and $p \cdot Sq = 0$. Formula (2) also gives $e \cdot Sp = e \cdot Sq = 0$, because $e \cdot v = T(v)$.

To see that $p$ and $q$ span the eigenspace, suppose $Sv = \tfrac23 v$. Component 0 reads $\tfrac23 v_0 + \tfrac13 T(v) = \tfrac23 v_0$, so $v_0 + v_1 + v_2 = 0$. Take $a = v_2$ and $b = (v_0 - v_1)\sqrt3/3$, so that $b \cdot \tfrac{\sqrt3}{2} = \tfrac12(v_0 - v_1)$. Using $-v_2 = v_0 + v_1$, the components of $ap + bq$ are
$$\tfrac12(v_0 + v_1) + \tfrac12(v_0 - v_1) = v_0, \qquad \tfrac12(v_0 + v_1) - \tfrac12(v_0 - v_1) = v_1, \qquad v_2.$$
Conversely $S(ap + bq) = \tfrac23(ap + bq)$ by linearity. The classification above allows only $\tfrac53$ and $\tfrac23$ as eigenvalues, and the nonzero vectors $e$ and $p$ show that both occur.

## Normalising in the wrong dot product

A numerical diagonalisation of a symmetric matrix returns eigenvectors of unit Euclidean length, here for instance $(-1,-1,2)/\sqrt6$ and $(1,-1,0)/\sqrt2$. These are correct eigenvectors, and they are $S$-orthogonal, since on zero-sum vectors (2) makes the two products proportional. The error shows only in the norm. An eigenvector $v$ with eigenvalue $\mu$ has $v \cdot Sv = \mu\, v \cdot v$, so both unit vectors describe functions of squared norm $\tfrac23$. The repair is division by $\sqrt{\mu}$, that is multiplication by $\sqrt{3/2}$, which turns them into $p$ and $q$. The formal version of the slip is to state normalisation without the matrix, as $p \cdot p = 1$; that equation is false, and the file has `dZ2 ⬝ᵥ dZ2 = 3 / 2` as an intermediate step.

## The Lean file

```lean
import Mathlib

open Matrix

namespace CartesianDOverlap

noncomputable section

variable {n : Type*} [Fintype n] [DecidableEq n]

/-- Overlap matrix of normalised functions whose pairwise overlaps all equal `s`. -/
def overlap (s : ℝ) : Matrix n n ℝ := Matrix.of fun i j => if i = j then 1 else s

/-- The matrix `overlap (1 / 3)` on three indices, standing for the overlap of normalised concentric
`xx, yy, zz` Gaussians with a common exponent: diagonal 1, off-diagonal 1/3. -/
def dOverlap : Matrix (Fin 3) (Fin 3) ℝ := overlap (1 / 3)

/-- Coefficients of the symmetric combination `xx + yy + zz`. -/
def sVec : Fin 3 → ℝ := ![1, 1, 1]

/-- Coefficients of the combination `zz - (xx + yy)/2`. -/
def dZ2 : Fin 3 → ℝ := ![-1 / 2, -1 / 2, 1]

/-- Coefficients of the combination `(√3/2)(xx - yy)`. -/
def dX2Y2 : Fin 3 → ℝ := ![√3 / 2, -(√3 / 2), 0]

/-- The overlap matrix scales each coefficient by `1 - s` and adds `s` times the sum of
all coefficients. -/
theorem overlap_mulVec_apply (s : ℝ) (v : n → ℝ) (i : n) :
    (overlap s *ᵥ v) i = (1 - s) * v i + s * ∑ j, v j := by
  have h : (overlap s *ᵥ v) i = ∑ j, (if i = j then 1 else s) * v j := by
    rfl
  -- split each entry into a diagonal excess and the constant `s`
  have hsplit : ∀ j, (if i = j then 1 else s) * v j
      = (if i = j then (1 - s) * v j else 0) + s * v j := by
    intro j
    split_ifs <;> ring
  rw [h, Finset.sum_congr rfl (fun j _ => hsplit j), Finset.sum_add_distrib,
    Finset.sum_ite_eq, ← Finset.mul_sum]
  simp

/-- For `N` functions the overlap matrix multiplies the all-ones vector by
`1 + (N - 1) s`. -/
theorem overlap_ones (s : ℝ) :
    overlap s *ᵥ (fun _ : n => (1 : ℝ))
      = (1 + ((Fintype.card n : ℝ) - 1) * s) • (fun _ : n => (1 : ℝ)) := by
  ext i
  rw [overlap_mulVec_apply]
  simp only [Finset.sum_const, Finset.card_univ, nsmul_eq_mul, Pi.smul_apply, smul_eq_mul]
  ring

/-- The overlap matrix multiplies every coefficient vector of zero sum by `1 - s`. -/
theorem overlap_traceless (s : ℝ) (v : n → ℝ) (hv : ∑ j, v j = 0) :
    overlap s *ᵥ v = (1 - s) • v := by
  ext i
  rw [overlap_mulVec_apply, hv]
  simp

/-- The overlap of two combinations is `1 - s` times the dot product of their coefficients
plus `s` times the product of their coefficient sums. -/
theorem overlap_metric (s : ℝ) (u v : n → ℝ) :
    u ⬝ᵥ overlap s *ᵥ v = (1 - s) * (u ⬝ᵥ v) + s * ((∑ j, u j) * ∑ j, v j) := by
  unfold dotProduct
  rw [Finset.sum_mul, Finset.mul_sum, Finset.mul_sum, ← Finset.sum_add_distrib]
  refine Finset.sum_congr rfl fun i _ => ?_
  rw [overlap_mulVec_apply]
  ring

/-- For `s ≠ 0` an eigenvector of the overlap matrix either has zero sum and eigenvalue
`1 - s`, or is constant with eigenvalue `1 + (N - 1) s`. -/
theorem overlap_eigen_cases (s μ : ℝ) (hs : s ≠ 0) (v : n → ℝ) (hv : v ≠ 0)
    (h : overlap s *ᵥ v = μ • v) :
    (μ = 1 - s ∧ ∑ j, v j = 0) ∨
      (μ = 1 + ((Fintype.card n : ℝ) - 1) * s ∧ ∀ i j, v i = v j) := by
  have hp : ∀ i, (1 - s) * v i + s * ∑ j, v j = μ * v i := by
    intro i
    rw [← overlap_mulVec_apply, h]
    simp
  by_cases hT : ∑ j, v j = 0
  · obtain ⟨i, hi⟩ := Function.ne_iff.mp hv
    have hi' : v i ≠ 0 := hi
    have hpi := hp i
    rw [hT] at hpi
    exact Or.inl ⟨mul_right_cancel₀ hi' (by linear_combination -hpi), hT⟩
  · -- sum the component equations to fix the eigenvalue
    have hsum : ∑ i, ((1 - s) * v i + s * ∑ j, v j) = ∑ i, μ * v i :=
      Finset.sum_congr rfl fun i _ => hp i
    rw [Finset.sum_add_distrib, Finset.sum_const, Finset.card_univ, nsmul_eq_mul,
      ← Finset.mul_sum, ← Finset.mul_sum] at hsum
    have hμ : μ = 1 + ((Fintype.card n : ℝ) - 1) * s :=
      mul_right_cancel₀ hT (by linear_combination -hsum)
    refine Or.inr ⟨hμ, fun i j => ?_⟩
    have hN : (Fintype.card n : ℝ) ≠ 0 :=
      Nat.cast_ne_zero.mpr (Fintype.card_pos_iff.mpr ⟨i⟩).ne'
    have h1 := hp i
    have h2 := hp j
    rw [hμ] at h1 h2
    exact mul_left_cancel₀ (mul_ne_zero hN hs) (by linear_combination h2 - h1)

/-- The `xx, yy, zz` overlap matrix multiplies `(1,1,1)` by 5/3 and both `(-1/2,-1/2,1)`
and `(√3/2,-√3/2,0)` by 2/3, and these last two are orthonormal in the overlap metric. -/
theorem dOverlap_eigenvectors :
    dOverlap *ᵥ sVec = (5 / 3 : ℝ) • sVec ∧
    dOverlap *ᵥ dZ2 = (2 / 3 : ℝ) • dZ2 ∧
    dOverlap *ᵥ dX2Y2 = (2 / 3 : ℝ) • dX2Y2 ∧
    dZ2 ⬝ᵥ dOverlap *ᵥ dZ2 = 1 ∧
    dX2Y2 ⬝ᵥ dOverlap *ᵥ dX2Y2 = 1 ∧
    dZ2 ⬝ᵥ dOverlap *ᵥ dX2Y2 = 0 := by
  have h3 : √3 * √3 = (3 : ℝ) := Real.mul_self_sqrt (by norm_num)
  have h1 : sVec = fun _ => (1 : ℝ) := by
    ext i
    fin_cases i <;> rfl
  -- both d vectors have zero sum
  have z0 : ∑ j, dZ2 j = 0 := by
    simp [dZ2, Fin.sum_univ_succ]
    linarith
  have z2 : ∑ j, dX2Y2 j = 0 := by simp [dX2Y2, Fin.sum_univ_succ]
  -- Euclidean dot products
  have d00 : dZ2 ⬝ᵥ dZ2 = 3 / 2 := by
    simp [dZ2, dotProduct, Fin.sum_univ_succ]
    linarith
  have d22 : dX2Y2 ⬝ᵥ dX2Y2 = 3 / 2 := by
    simp [dX2Y2, dotProduct, Fin.sum_univ_succ]
    linarith [h3]
  have d02 : dZ2 ⬝ᵥ dX2Y2 = 0 := by
    simp [dZ2, dX2Y2, dotProduct, Fin.sum_univ_succ]
  have e1 : (1 + ((Fintype.card (Fin 3) : ℝ) - 1) * (1 / 3)) = 5 / 3 := by
    rw [Fintype.card_fin]
    norm_num
  have e2 : (1 - 1 / 3 : ℝ) = 2 / 3 := by norm_num
  unfold dOverlap
  refine ⟨?_, ?_, ?_, ?_, ?_, ?_⟩
  · rw [h1, overlap_ones, e1]
  · rw [overlap_traceless _ _ z0, e2]
  · rw [overlap_traceless _ _ z2, e2]
  · rw [overlap_metric, z0, d00]; norm_num
  · rw [overlap_metric, z2, d22]; norm_num
  · rw [overlap_metric, z0, d02]; norm_num

/-- The `xx, yy, zz` overlap matrix multiplies a vector by 2/3 exactly when the vector is
a linear combination of `(-1/2,-1/2,1)` and `(√3/2,-√3/2,0)`. -/
theorem dOverlap_eigenspace (v : Fin 3 → ℝ) :
    dOverlap *ᵥ v = (2 / 3 : ℝ) • v ↔ ∃ a b : ℝ, v = a • dZ2 + b • dX2Y2 := by
  constructor
  · intro h
    have h3 : √3 * √3 = (3 : ℝ) := Real.mul_self_sqrt (by norm_num)
    -- the first component equation forces a zero sum
    have h0 := congrFun h 0
    unfold dOverlap at h0
    rw [overlap_mulVec_apply, Fin.sum_univ_three, Pi.smul_apply, smul_eq_mul] at h0
    have hk : (v 0 - v 1) * √3 / 3 * (√3 / 2) = (v 0 - v 1) / 2 := by
      linear_combination (v 0 - v 1) / 6 * h3
    refine ⟨v 2, (v 0 - v 1) * √3 / 3, ?_⟩
    ext i
    fin_cases i <;> simp [dZ2, dX2Y2] <;> linarith [h0, hk]
  · rintro ⟨a, b, rfl⟩
    obtain ⟨-, k0, k2, -⟩ := dOverlap_eigenvectors
    rw [Matrix.mulVec_add, Matrix.mulVec_smul, Matrix.mulVec_smul, k0, k2]
    module

/-- The real eigenvalues of the `xx, yy, zz` overlap matrix are exactly 5/3 and 2/3. -/
theorem dOverlap_spectrum (μ : ℝ) :
    (∃ v : Fin 3 → ℝ, v ≠ 0 ∧ dOverlap *ᵥ v = μ • v) ↔ μ = 5 / 3 ∨ μ = 2 / 3 := by
  obtain ⟨ks, k0, -⟩ := dOverlap_eigenvectors
  constructor
  · rintro ⟨v, hv, h⟩
    rcases overlap_eigen_cases (1 / 3) μ (by norm_num) v hv h with ⟨hμ, -⟩ | ⟨hμ, -⟩
    · right
      linarith
    · left
      rw [hμ, Fintype.card_fin]
      norm_num
  · rintro (rfl | rfl)
    · refine ⟨sVec, fun h => ?_, ks⟩
      have h0 : (1 : ℝ) = 0 := congrFun h 0
      exact one_ne_zero h0
    · refine ⟨dZ2, fun h => ?_, k0⟩
      have h0 : (1 : ℝ) = 0 := congrFun h 2
      exact one_ne_zero h0

end

end CartesianDOverlap
```

```lean
#print axioms CartesianDOverlap.overlap_eigen_cases
-- 'CartesianDOverlap.overlap_eigen_cases' depends on axioms: [propext, Classical.choice, Quot.sound]
#print axioms CartesianDOverlap.dOverlap_eigenspace
-- 'CartesianDOverlap.dOverlap_eigenspace' depends on axioms: [propext, Classical.choice, Quot.sound]
#print axioms CartesianDOverlap.dOverlap_spectrum
-- 'CartesianDOverlap.dOverlap_spectrum' depends on axioms: [propext, Classical.choice, Quot.sound]
```

## The general lemmas

`overlap_mulVec_apply` is equation (1). It writes the component as a sum over $j$ of entry times $v_j$. The step `hsplit` rewrites each term as a diagonal excess, $(1-s)v_j$ when $i = j$ and 0 otherwise, plus $s v_j$; `split_ifs <;> ring` checks the two cases. This is the adding and subtracting of $s v_i$. After the sum is distributed, `Finset.sum_ite_eq` collapses the diagonal part to its single term and `Finset.mul_sum` pulls $s$ out of the rest.

`overlap_ones` and `overlap_traceless` apply (1) component by component. In the first the sum of ones becomes the cardinality $N$, and `ring` confirms $1 - s + sN = 1 + (N-1)s$. In the second the hypothesis `hv` replaces the sum by zero. Neither lemma requires a nonzero vector; each states only that the matrix acts as a scalar.

`overlap_metric` is equation (2). The right side is brought under a single sum over $i$, and `Finset.sum_congr` reduces the claim to a termwise identity, $u_i$ times (1).

`overlap_eigen_cases` is the classification. Its step `hp` is equation (3), and `by_cases hT` splits on whether $T(v)$ vanishes. In the zero branch a nonzero component is extracted from `hv` and cancelled by `mul_right_cancel₀`. In the other branch `hsum` is the sum of (3) over all indices, from which $T$ is cancelled to give `hμ`. The index `i` already in hand shows that the index type is inhabited, which gives `hN`, the statement $N \ne 0$. The subtraction of two component equations is `linear_combination h2 - h1`, and `mul_left_cancel₀` removes the factor $Ns$.

## The three theorems for the d shell

`dOverlap_eigenvectors` collects the numbers of the case $N = 3$. The steps `z0` and `z2` are the zero sums, `d00`, `d22` and `d02` are the plain dot products, with `h3`, the identity $\sqrt3 \cdot \sqrt3 = 3$, needed for $q \cdot q$, and `e1` and `e2` evaluate the two eigenvalues. The first goal then follows from `overlap_ones`, once `h1` identifies `sVec` with the constant function 1. The second and third follow from `overlap_traceless`, and the last three from `overlap_metric` with a zero sum and a dot product substituted.

In `dOverlap_eigenspace` the forward direction takes component 0 of the hypothesis as `h0`, which after (1) is the linear relation forcing zero sum. The step `hk` is $b \cdot \tfrac{\sqrt3}{2} = \tfrac12(v_0 - v_1)$. The coefficients are supplied explicitly as `v 2` and `(v 0 - v 1) * √3 / 3`, and the three components are checked by simplification and linear arithmetic from `h0` and `hk`. The reverse direction distributes the matrix over the combination, inserts the two eigenvector equations, and lets `module` regroup the scalars.

`dOverlap_spectrum` applies `overlap_eigen_cases` at $s = 1/3$ and keeps only the value of $\mu$ from each alternative. For the converse it exhibits `sVec` and `dZ2`, which are nonzero because component 0 of the first and component 2 of the second equal 1.
